# At fixed total friction, a longer exponential memory raises the Grote-Hynes frequency toward the barrier frequency

Take a barrier of frequency 1 and a friction of strength 3/2 that acts without delay. The growth rate s of the unstable motion at the barrier top then solves

s² + (3/2) s = 1,

and its positive root is s = 1/2. Now let the friction keep its total strength but act with an exponentially decaying memory of time τ = 35/12, so that the equation becomes

s² + (3/2) s/(1 + τ s) = 1.

At s = 1/2 the left side has dropped to about 0.56, because the factor 1 + τ s reduces the friction on a growing motion. The root must move up, and it moves to s = 4/5: there 1 + τ s = 10/3, the friction term is (6/5)/(10/3) = 0.36, and 0.64 + 0.36 = 1.

## From the barrier equation to the root

Near the top of a parabolic barrier of frequency ω > 0, the noise-averaged coordinate x of a classical particle obeys

x″(t) = ω² x(t) − ∫₀ᵗ K(t − u) x′(u) du,

where K is the friction kernel per unit mass. A motion growing as exp(s t) at long times requires

s² + s K̂(s) = ω²,

with K̂ the Laplace transform of K. This is the Grote-Hynes equation. For K(t) = (g/τ) exp(−t/τ), with g > 0 and τ > 0,

K̂(s) = (g/τ) / (1/τ + s) = g/(1 + τ s).

The area under the kernel is g for every τ. Lengthening the memory therefore spreads a fixed total friction over a longer time and lowers its initial value g/τ. At τ = 0 the formula gives the memoryless friction g.

The claim is that for each τ ≥ 0 there is exactly one positive root s(τ), that it lies in (0, ω), and that it increases strictly with τ and tends to ω as τ → ∞. Setting ω = 1 gives the dimensionless form used above.

**Existence.** The function F(s) = s² + g s/(1 + τ s) is continuous on [0, ω], with F(0) = 0 and F(ω) ≥ ω². It takes the value ω² somewhere on the interval, and not at s = 0.

**Upper bound.** At a positive root the friction term is positive, so s² < ω² and s < ω.

**Comparison.** Let s₁ and s₂ be positive roots for τ₁ ≤ τ₂, and suppose s₂ < s₁. Then

g s₁(1 + τ₂ s₂) − g s₂(1 + τ₁ s₁) = g(s₁ − s₂) + g s₁ s₂(τ₂ − τ₁) ≥ 0,

so the friction term of s₂ is at most that of s₁. Since also s₂² < s₁², the two left sides cannot both equal ω². Hence s₁ ≤ s₂. With τ₁ = τ₂, applying this in both directions gives uniqueness. If τ₁ < τ₂, equality s₁ = s₂ is impossible too, because at the same s the longer memory gives strictly less friction.

**Limit.** For τ > 0 we have τ s < 1 + τ s, so the friction term is below g/τ and

(ω − s)(ω + s) = ω² − s² < g/τ.

Since ω + s > ω, this yields

0 < ω − s < g/(ω τ),

and the right side vanishes as τ → ∞. In the numerical example the gap is 0.2 and the bound is 18/35 ≈ 0.51.

**No memory.** At τ = 0, completing the square in s² + g s = ω² gives the Kramers value s = √(ω² + g²/4) − g/2, which is a strict lower bound for the root at every τ > 0.

In Grote-Hynes theory the classical transition-state rate is multiplied by s/ω, so for this one-dimensional parabolic barrier with a single exponential kernel, longer memory at fixed g brings the Grote-Hynes rate closer to the transition-state value. The theory assumes that the reactant well stays in thermal equilibrium. At fixed g a very long memory also weakens the energy exchange between the well and the bath, and the true rate can then fall far below the Grote-Hynes value.

## The equation and its kernel in Lean

```lean
import Mathlib

open Filter Topology Set

namespace GroteHynesExponentialMemory

noncomputable section
```

All quantities are real numbers, with g, ω and s understood as inverse times.

```lean
/-- The friction at Laplace frequency `s` for total strength `g` and memory time `τ`. -/
def memoryFriction (g τ s : ℝ) : ℝ := g / (1 + τ * s)

/-- `s` is a positive solution of the Grote-Hynes equation for a parabolic barrier of
frequency `ω` and friction with exponential memory. -/
def IsReactiveFrequency (g ω τ s : ℝ) : Prop :=
  0 < s ∧ s ^ 2 + s * memoryFriction g τ s = ω ^ 2
```

`IsReactiveFrequency g ω τ s` says that `s` is positive and solves the equation. The equation enters as a definition: neither the equation of motion nor the rate formula is derived in the file.

```lean
/-- The Laplace transform of the memory kernel `(g/τ) exp(-t/τ)` is `memoryFriction g τ s`. -/
theorem laplace_exponential_kernel (g : ℝ) {τ s : ℝ} (hτ : 0 < τ) (hs : 0 ≤ s) :
    ∫ t in Ioi (0 : ℝ), (g / τ * Real.exp (-t / τ)) * Real.exp (-s * t)
      = memoryFriction g τ s := by
  have hpos : 0 < 1 + τ * s := by positivity
  have ha : -((1 + τ * s) / τ) < 0 := neg_lt_zero.mpr (div_pos hpos hτ)
  -- merge the two exponentials into one
  have h : ∀ t : ℝ, (g / τ * Real.exp (-t / τ)) * Real.exp (-s * t)
      = g / τ * Real.exp (-((1 + τ * s) / τ) * t) := by
    intro t
    rw [mul_assoc, ← Real.exp_add]
    congr 2
    field_simp
    ring
  simp_rw [h]
  rw [MeasureTheory.integral_const_mul, integral_exp_mul_Ioi ha, mul_zero, Real.exp_zero,
    neg_div_neg_eq, memoryFriction]
  field_simp
```

This theorem ties the definition to the exponential kernel for `τ > 0` and `s ≥ 0`. The proof merges the two exponentials and integrates a single decaying one over the positive half-line. The case `τ = 0` is covered by the definition of `memoryFriction` and not by this integral.

## Existence and the upper bound

```lean
/-- The Grote-Hynes equation with exponential memory has a positive solution. -/
theorem exists_reactiveFrequency {g ω τ : ℝ} (hg : 0 < g) (hω : 0 < ω) (hτ : 0 ≤ τ) :
    ∃ s, IsReactiveFrequency g ω τ s := by
  have hc : ContinuousOn (fun s : ℝ => s ^ 2 + s * (g / (1 + τ * s))) (Icc 0 ω) := by
    apply ContinuousOn.add (by fun_prop)
    apply ContinuousOn.mul (by fun_prop)
    apply ContinuousOn.div (by fun_prop) (by fun_prop)
    intro s hs
    have := mul_nonneg hτ hs.1
    positivity
  -- the left side is 0 at s = 0 and at least ω² at s = ω
  have hmem : ω ^ 2 ∈ Icc ((0 : ℝ) ^ 2 + 0 * (g / (1 + τ * 0)))
      (ω ^ 2 + ω * (g / (1 + τ * ω))) := by
    constructor
    · have := sq_nonneg ω
      linarith
    · have : 0 ≤ ω * (g / (1 + τ * ω)) := by positivity
      linarith
  obtain ⟨s, hs, he⟩ := intermediate_value_Icc hω.le hc hmem
  have he' : s ^ 2 + s * (g / (1 + τ * s)) = ω ^ 2 := he
  refine ⟨s, lt_of_le_of_ne hs.1 ?_, he'⟩
  intro h0
  rw [← h0] at he'
  have := pow_pos hω 2
  linarith
```

Here `hc` is the continuity of F, whose denominator stays positive on the interval, and `hmem` places ω² between the endpoint values. After `intermediate_value_Icc` supplies a root, the last lines exclude zero.

```lean
/-- The reactive frequency is smaller than the barrier frequency. -/
theorem reactiveFrequency_lt_barrier {g ω τ s : ℝ} (hg : 0 < g) (hω : 0 < ω) (hτ : 0 ≤ τ)
    (h : IsReactiveFrequency g ω τ s) : s < ω := by
  obtain ⟨hs, he⟩ := h
  have hf : 0 < s * memoryFriction g τ s := by
    unfold memoryFriction
    positivity
  exact lt_of_pow_lt_pow_left₀ 2 hω.le (by linarith)
```

The positive friction term `hf` leaves s² < ω², and the final lemma removes the squares.

## Comparing two memory times

```lean
/-- A memory time that is not shorter gives a reactive frequency that is not smaller. -/
theorem reactiveFrequency_le {g ω τ₁ τ₂ s₁ s₂ : ℝ} (hg : 0 < g) (hτ : 0 ≤ τ₁)
    (h12 : τ₁ ≤ τ₂) (h₁ : IsReactiveFrequency g ω τ₁ s₁)
    (h₂ : IsReactiveFrequency g ω τ₂ s₂) : s₁ ≤ s₂ := by
  obtain ⟨hs₁, he₁⟩ := h₁
  obtain ⟨hs₂, he₂⟩ := h₂
  by_contra hlt
  have hlt' : s₂ < s₁ := not_le.mp hlt
  have hτ₂ : 0 ≤ τ₂ := hτ.trans h12
  -- if s₂ < s₁, both terms of the equation are ordered the same way
  have hf : s₂ * memoryFriction g τ₂ s₂ ≤ s₁ * memoryFriction g τ₁ s₁ := by
    unfold memoryFriction
    rw [← mul_div_assoc, ← mul_div_assoc, div_le_div_iff₀ (by positivity) (by positivity)]
    have a := mul_nonneg hg.le (sub_nonneg.mpr hlt'.le)
    have b := mul_nonneg (mul_pos hg (mul_pos hs₁ hs₂)).le (sub_nonneg.mpr h12)
    linarith
  have hsq : s₂ ^ 2 < s₁ ^ 2 := by nlinarith
  linarith
```

The terms `a` and `b` are the two nonnegative parts of the cross-multiplied difference above. With them `linarith` orders the friction terms, and `hsq` orders the squares.

```lean
/-- A longer memory time gives a strictly larger reactive frequency. -/
theorem reactiveFrequency_lt {g ω τ₁ τ₂ s₁ s₂ : ℝ} (hg : 0 < g) (hτ : 0 ≤ τ₁)
    (h12 : τ₁ < τ₂) (h₁ : IsReactiveFrequency g ω τ₁ s₁)
    (h₂ : IsReactiveFrequency g ω τ₂ s₂) : s₁ < s₂ := by
  refine lt_of_le_of_ne (reactiveFrequency_le hg hτ h12.le h₁ h₂) ?_
  rintro rfl
  obtain ⟨hs, he₁⟩ := h₁
  have he₂ := h₂.2
  have hτ₂ : 0 ≤ τ₂ := hτ.trans h12.le
  -- at equal frequency the longer memory has strictly less friction
  have hf : memoryFriction g τ₂ s₁ < memoryFriction g τ₁ s₁ := by
    unfold memoryFriction
    rw [div_lt_div_iff₀ (by positivity) (by positivity)]
    have := mul_pos hg (mul_pos (sub_pos.mpr h12) hs)
    linarith
  have := mul_lt_mul_of_pos_left hf hs
  linarith
```

Given the weak inequality, only equality has to be excluded. `rintro rfl` identifies the two roots, and `hf` compares the frictions at that common frequency.

## The gap to the barrier frequency

```lean
/-- The reactive frequency falls short of the barrier frequency by less than `g/(ω τ)`. -/
theorem barrier_sub_reactiveFrequency_lt {g ω τ s : ℝ} (hg : 0 < g) (hω : 0 < ω)
    (hτ : 0 < τ) (h : IsReactiveFrequency g ω τ s) : ω - s < g / (ω * τ) := by
  have hlt := reactiveFrequency_lt_barrier hg hω hτ.le h
  obtain ⟨hs, he⟩ := h
  have hf : s * memoryFriction g τ s < g / τ := by
    unfold memoryFriction
    rw [← mul_div_assoc, div_lt_div_iff₀ (by positivity) hτ]
    linarith
  have hd : (ω ^ 2 - s ^ 2) * τ < g := by
    rw [← lt_div_iff₀ hτ]
    linarith
  rw [lt_div_iff₀ (by positivity)]
  have := mul_pos (mul_pos (sub_pos.mpr hlt) hs) hτ
  linarith
```

`hf` bounds the friction term by g/τ, and `hd` turns this into (ω² − s²)τ < g. Subtracting the positive product (ω − s)sτ leaves (ω − s)ωτ < g, which is the stated bound.

## One function of the memory time

```lean
/-- For each memory time `τ ≥ 0` the Grote-Hynes equation has exactly one positive root `s τ`;
it lies between 0 and `ω`, increases strictly with `τ`, and tends to `ω` as `τ` grows. -/
theorem groteHynes_exponential_memory {g ω : ℝ} (hg : 0 < g) (hω : 0 < ω) :
    ∃ s : ℝ → ℝ,
      (∀ τ, 0 ≤ τ → ∀ x, IsReactiveFrequency g ω τ x ↔ x = s τ) ∧
      (∀ τ, 0 ≤ τ → s τ ∈ Ioo 0 ω) ∧
      StrictMonoOn s (Ici 0) ∧
      Tendsto s atTop (𝓝 ω) := by
  have hex : ∀ τ : ℝ, ∃ x, 0 ≤ τ → IsReactiveFrequency g ω τ x := by
    intro τ
    by_cases hτ : 0 ≤ τ
    · obtain ⟨x, hx⟩ := exists_reactiveFrequency hg hω hτ
      exact ⟨x, fun _ => hx⟩
    · exact ⟨0, fun h => absurd h hτ⟩
  choose s hs using hex
  refine ⟨s, ?_, ?_, ?_, ?_⟩
  · intro τ hτ x
    constructor
    · intro hx
      exact le_antisymm (reactiveFrequency_le hg hτ le_rfl hx (hs τ hτ))
        (reactiveFrequency_le hg hτ le_rfl (hs τ hτ) hx)
    · rintro rfl
      exact hs τ hτ
  · intro τ hτ
    exact ⟨(hs τ hτ).1, reactiveFrequency_lt_barrier hg hω hτ (hs τ hτ)⟩
  · intro a ha b hb hab
    exact reactiveFrequency_lt hg ha hab (hs a ha) (hs b hb)
  · -- squeeze between ω - (g/ω)/τ and ω
    have hlow : Tendsto (fun τ : ℝ => ω - g / ω / τ) atTop (𝓝 ω) := by
      have h0 : Tendsto (fun τ : ℝ => g / ω / τ) atTop (𝓝 0) :=
        tendsto_id.const_div_atTop (g / ω)
      simpa using tendsto_const_nhds.sub h0
    refine tendsto_of_tendsto_of_tendsto_of_le_of_le' hlow tendsto_const_nhds ?_ ?_
    · filter_upwards [eventually_gt_atTop (0 : ℝ)] with τ hτ
      have := barrier_sub_reactiveFrequency_lt hg hω hτ (hs τ hτ.le)
      rw [← div_div] at this
      linarith
    · filter_upwards [eventually_gt_atTop (0 : ℝ)] with τ hτ
      exact (reactiveFrequency_lt_barrier hg hω hτ.le (hs τ hτ.le)).le
```

The theorem provides a function `s` of τ. Its first property is an equivalence: for τ ≥ 0, a number `x` is a reactive frequency exactly when `x = s τ`. The others are the interval `Ioo 0 ω`, strict growth on `Ici 0`, and the limit. Values at negative τ carry no physical meaning.

`choose` assembles the function from the existence result. Uniqueness uses the comparison lemma twice at equal memory times, and the limit follows by squeezing `s τ` between ω − (g/ω)/τ and ω.

## The Kramers value as a lower bound

```lean
/-- Without memory the reactive frequency is the Kramers value `√(ω² + g²/4) - g/2`. -/
theorem kramers_frequency {g ω : ℝ} (hg : 0 < g) (hω : 0 < ω) (s : ℝ) :
    IsReactiveFrequency g ω 0 s ↔ s = √(ω ^ 2 + g ^ 2 / 4) - g / 2 := by
  unfold IsReactiveFrequency memoryFriction
  rw [zero_mul, add_zero, div_one]
  constructor
  · rintro ⟨hs, he⟩
    have h : ω ^ 2 + g ^ 2 / 4 = (s + g / 2) ^ 2 := by linarith
    rw [h, Real.sqrt_sq (by positivity)]
    ring
  · rintro rfl
    have hr : √(ω ^ 2 + g ^ 2 / 4) ^ 2 = ω ^ 2 + g ^ 2 / 4 := Real.sq_sqrt (by positivity)
    have hl : g / 2 < √(ω ^ 2 + g ^ 2 / 4) := by
      apply Real.lt_sqrt_of_sq_lt
      have := pow_pos hω 2
      linarith
    exact ⟨sub_pos.mpr hl, by linarith⟩
```

In one direction the square is completed and the positive square root taken. In the other, `hl` shows that the Kramers value is positive, and `hr` that it solves the equation.

```lean
/-- With a positive memory time the reactive frequency exceeds the Kramers value. -/
theorem kramers_lt_reactiveFrequency {g ω τ s : ℝ} (hg : 0 < g) (hω : 0 < ω) (hτ : 0 < τ)
    (h : IsReactiveFrequency g ω τ s) : √(ω ^ 2 + g ^ 2 / 4) - g / 2 < s :=
  reactiveFrequency_lt hg le_rfl hτ ((kramers_frequency hg hω _).mpr rfl) h

end

end GroteHynesExponentialMemory
```

This is strict monotonicity with the first memory time set to zero.

```lean
#print axioms GroteHynesExponentialMemory.laplace_exponential_kernel
-- 'GroteHynesExponentialMemory.laplace_exponential_kernel' depends on axioms: [propext, Classical.choice, Quot.sound]
#print axioms GroteHynesExponentialMemory.groteHynes_exponential_memory
-- 'GroteHynesExponentialMemory.groteHynes_exponential_memory' depends on axioms: [propext, Classical.choice, Quot.sound]
#print axioms GroteHynesExponentialMemory.kramers_lt_reactiveFrequency
-- 'GroteHynesExponentialMemory.kramers_lt_reactiveFrequency' depends on axioms: [propext, Classical.choice, Quot.sound]
```
